# Linear Rashba and Dresselhaus coupling as a constant spin-valued vector potential, up to an energy shift

Take $\hbar = 1$, an effective mass $m > 0$, real couplings $\alpha$ (Rashba) and $\beta$ (Dresselhaus), an in-plane wavevector $(k_x, k_y)$ with $k^2 = k_x^2 + k_y^2$, and the Pauli matrices $\sigma_x, \sigma_y, \sigma_z$. Define the spin-valued vector potential

$$A_x = m(\beta\sigma_x - \alpha\sigma_y), \qquad A_y = m(\alpha\sigma_x - \beta\sigma_y).$$

I believe that

$$\frac{(k_x + A_x)^2 + (k_y + A_y)^2}{2m} = \frac{k^2}{2m} + \frac{k_x A_x + k_y A_y}{m} + m(\alpha^2 + \beta^2)$$

and that $A_xA_y - A_yA_x = 2i\,m^2(\alpha^2 - \beta^2)\,\sigma_z$. The signs and the constant are easy to get wrong when the matrices don't commute. Can both identities be made rigorous and checked by machine, together with what the commutator does to the electron's motion?

## Completing the square with Pauli matrices

Yes. Write $A_x = m a_x$ and $A_y = m a_y$, with $a_x = \beta\sigma_x - \alpha\sigma_y$ and $a_y = \alpha\sigma_x - \beta\sigma_y$. The derivation needs only $\sigma_x^2 = \sigma_y^2 = 1$ and $\sigma_x\sigma_y = i\sigma_z = -\sigma_y\sigma_x$. The cross terms in each square cancel:

$$a_x^2 = \beta^2 + \alpha^2 - \alpha\beta(\sigma_x\sigma_y + \sigma_y\sigma_x) = \alpha^2 + \beta^2,$$

and $a_y^2 = \alpha^2 + \beta^2$ in the same way. The wavevector components are numbers and commute with the matrices, so

$$(k_x + A_x)^2 + (k_y + A_y)^2 = k^2 + 2k_xA_x + 2k_yA_y + 2m^2(\alpha^2 + \beta^2).$$

Division by $2m$ gives the first identity. Its linear terms are the familiar couplings:

$$k_xa_x + k_ya_y = \alpha(k_y\sigma_x - k_x\sigma_y) + \beta(k_x\sigma_x - k_y\sigma_y).$$

With $H$ the usual Hamiltonian, $k^2/2m$ plus these terms, the completed square is therefore $H + m(\alpha^2 + \beta^2)$.

For the commutator, multiply in both orders:

$$a_xa_y = 2\alpha\beta - \beta^2\sigma_x\sigma_y - \alpha^2\sigma_y\sigma_x = 2\alpha\beta + i(\alpha^2 - \beta^2)\sigma_z,$$

$$a_ya_x = 2\alpha\beta - \alpha^2\sigma_x\sigma_y - \beta^2\sigma_y\sigma_x = 2\alpha\beta - i(\alpha^2 - \beta^2)\sigma_z.$$

Subtracting and restoring $m^2$ gives the second identity. For $m \neq 0$ the commutator vanishes exactly when $\alpha^2 = \beta^2$.

The velocity, the derivative of $H$ with respect to the wavevector, is $v_x = k_x/m + a_x$, $v_y = k_y/m + a_y$; the Lean file takes these expressions as its definition. The acceleration is its time derivative in the Heisenberg picture, with components $i[H, v_x]$ and $i[H, v_y]$. In $[H, v_x]$ only the $k_ya_y$ term of $H$ contributes, and in $[H, v_y]$ only the $k_xa_x$ term:

$$i[H, v_x] = ik_y[a_y, a_x] = 2(\alpha^2 - \beta^2)k_y\sigma_z,$$

$$i[H, v_y] = ik_x[a_x, a_y] = -2(\alpha^2 - \beta^2)k_x\sigma_z.$$

The acceleration is perpendicular to the wavevector, and its expectation value has opposite sign in the two eigenstates of $\sigma_z$. In an eigenstate of $H$ that expectation value is zero, as it is for any commutator with $H$.

Here is the complete Lean file.

```lean
import Mathlib

open Matrix Complex

namespace SpinOrbitGaugeForm

noncomputable section

/-- The Pauli matrix along x. -/
def σx : Matrix (Fin 2) (Fin 2) ℂ := !![0, 1; 1, 0]

/-- The Pauli matrix along y. -/
def σy : Matrix (Fin 2) (Fin 2) ℂ := !![0, -I; I, 0]

/-- The Pauli matrix along z. -/
def σz : Matrix (Fin 2) (Fin 2) ℂ := !![1, 0; 0, -1]

/-- The x component of the spin-valued vector potential, for mass `m`, Rashba coupling `α`
and Dresselhaus coupling `β`. -/
def gaugeX (m α β : ℝ) : Matrix (Fin 2) (Fin 2) ℂ :=
  (m : ℂ) • ((β : ℂ) • σx - (α : ℂ) • σy)

/-- The y component of the spin-valued vector potential. -/
def gaugeY (m α β : ℝ) : Matrix (Fin 2) (Fin 2) ℂ :=
  (m : ℂ) • ((α : ℂ) • σx - (β : ℂ) • σy)

/-- The x component of the kinetic momentum, wavevector plus vector potential. -/
def kineticX (m α β kx : ℝ) : Matrix (Fin 2) (Fin 2) ℂ :=
  (kx : ℂ) • 1 + gaugeX m α β

/-- The y component of the kinetic momentum, wavevector plus vector potential. -/
def kineticY (m α β ky : ℝ) : Matrix (Fin 2) (Fin 2) ℂ :=
  (ky : ℂ) • 1 + gaugeY m α β

/-- The effective-mass Hamiltonian with linear Rashba and Dresselhaus terms. -/
def rashbaDresselhaus (m α β kx ky : ℝ) : Matrix (Fin 2) (Fin 2) ℂ :=
  ((kx ^ 2 + ky ^ 2) / (2 * m) : ℂ) • 1
    + (α : ℂ) • ((ky : ℂ) • σx - (kx : ℂ) • σy)
    + (β : ℂ) • ((kx : ℂ) • σx - (ky : ℂ) • σy)

/-- The x component of the velocity, kinetic momentum over mass. -/
def velocityX (m α β kx : ℝ) : Matrix (Fin 2) (Fin 2) ℂ :=
  (1 / m : ℂ) • kineticX m α β kx

/-- The y component of the velocity, kinetic momentum over mass. -/
def velocityY (m α β ky : ℝ) : Matrix (Fin 2) (Fin 2) ℂ :=
  (1 / m : ℂ) • kineticY m α β ky

/-- The products of the two in-plane Pauli matrices. -/
theorem pauli_products :
    σx * σx = 1 ∧ σy * σy = 1 ∧ σx * σy = I • σz ∧ σy * σx = (-I) • σz := by
  refine ⟨?_, ?_, ?_, ?_⟩ <;> ext i j <;> fin_cases i <;> fin_cases j <;>
    simp [σx, σy, σz, Matrix.mul_apply, Fin.sum_univ_succ]

/-- The squared kinetic momentum is the squared wavevector, plus terms linear in the vector
potential, plus a constant. -/
theorem kinetic_sq (m α β kx ky : ℝ) :
    kineticX m α β kx ^ 2 + kineticY m α β ky ^ 2
      = (kx ^ 2 + ky ^ 2 : ℂ) • 1 + (2 * kx : ℂ) • gaugeX m α β
        + (2 * ky : ℂ) • gaugeY m α β + (2 * m ^ 2 * (α ^ 2 + β ^ 2) : ℂ) • 1 := by
  obtain ⟨hxx, hyy, hxy, hyx⟩ := pauli_products
  -- the cross terms cancel because σx and σy anticommute
  simp only [kineticX, kineticY, gaugeX, gaugeY, sq (_ : Matrix (Fin 2) (Fin 2) ℂ),
    add_mul, mul_add, sub_mul, mul_sub, smul_mul_assoc, mul_smul_comm, one_mul, mul_one,
    hxx, hyy, hxy, hyx]
  module

/-- The squared kinetic momentum over twice the mass equals the free kinetic energy, plus the
coupling of the wavevector to the vector potential, plus the constant `m (α² + β²)`. -/
theorem gauge_form (m α β kx ky : ℝ) (hm : m ≠ 0) :
    (1 / (2 * m) : ℂ) • (kineticX m α β kx ^ 2 + kineticY m α β ky ^ 2)
      = ((kx ^ 2 + ky ^ 2) / (2 * m) : ℂ) • 1 + (kx / m : ℂ) • gaugeX m α β
        + (ky / m : ℂ) • gaugeY m α β + (m * (α ^ 2 + β ^ 2) : ℂ) • 1 := by
  have hm' : (m : ℂ) ≠ 0 := Complex.ofReal_ne_zero.mpr hm
  rw [kinetic_sq]
  match_scalars <;> (try field_simp)

/-- The squared kinetic momentum over twice the mass is the Rashba-Dresselhaus Hamiltonian
shifted by the constant energy `m (α² + β²)`. -/
theorem gauge_form_eq_rashbaDresselhaus (m α β kx ky : ℝ) (hm : m ≠ 0) :
    (1 / (2 * m) : ℂ) • (kineticX m α β kx ^ 2 + kineticY m α β ky ^ 2)
      = rashbaDresselhaus m α β kx ky + (m * (α ^ 2 + β ^ 2) : ℂ) • 1 := by
  have hm' : (m : ℂ) ≠ 0 := Complex.ofReal_ne_zero.mpr hm
  rw [gauge_form m α β kx ky hm]
  simp only [gaugeX, gaugeY, rashbaDresselhaus]
  match_scalars <;> (try field_simp)
  ring

/-- The commutator of the two components of the vector potential is
`2i m² (α² - β²) σz`. -/
theorem gauge_commutator (m α β : ℝ) :
    gaugeX m α β * gaugeY m α β - gaugeY m α β * gaugeX m α β
      = (2 * I * m ^ 2 * (α ^ 2 - β ^ 2) : ℂ) • σz := by
  obtain ⟨hxx, hyy, hxy, hyx⟩ := pauli_products
  simp only [gaugeX, gaugeY, sub_mul, mul_sub, smul_mul_assoc, mul_smul_comm,
    hxx, hyy, hxy, hyx]
  module

/-- For nonzero mass, the two components of the vector potential commute exactly when the Rashba and
Dresselhaus couplings have equal squares. -/
theorem gauge_commute_iff (m α β : ℝ) (hm : m ≠ 0) :
    gaugeX m α β * gaugeY m α β = gaugeY m α β * gaugeX m α β ↔ α ^ 2 = β ^ 2 := by
  have hz : σz ≠ 0 := by
    intro h
    have h00 := congrFun (congrFun h 0) 0
    simp [σz] at h00
  have hc : (2 * I * (m : ℂ) ^ 2) ≠ 0 :=
    mul_ne_zero (mul_ne_zero two_ne_zero I_ne_zero)
      (pow_ne_zero 2 (Complex.ofReal_ne_zero.mpr hm))
  rw [← sub_eq_zero, gauge_commutator]
  constructor
  · intro h
    have h1 := (smul_eq_zero.mp h).resolve_right hz
    have h2 := sub_eq_zero.mp ((mul_eq_zero.mp h1).resolve_left hc)
    exact_mod_cast h2
  · intro h
    have h1 : (α : ℂ) ^ 2 = (β : ℂ) ^ 2 := by exact_mod_cast h
    rw [h1, sub_self, mul_zero, zero_smul]

/-- Heisenberg equations for the velocity at nonzero mass: `i[H, vx] = 2 (α² - β²) ky σz` and `i[H,
vy] = -2 (α² - β²) kx σz`, with `H` the Rashba-Dresselhaus Hamiltonian. -/
theorem spin_dependent_acceleration (m α β kx ky : ℝ) (hm : m ≠ 0) :
    I • (rashbaDresselhaus m α β kx ky * velocityX m α β kx
        - velocityX m α β kx * rashbaDresselhaus m α β kx ky)
      = (2 * (α ^ 2 - β ^ 2) * ky : ℂ) • σz ∧
    I • (rashbaDresselhaus m α β kx ky * velocityY m α β ky
        - velocityY m α β ky * rashbaDresselhaus m α β kx ky)
      = (-(2 * (α ^ 2 - β ^ 2) * kx) : ℂ) • σz := by
  obtain ⟨hxx, hyy, hxy, hyx⟩ := pauli_products
  have hm' : (m : ℂ) ≠ 0 := Complex.ofReal_ne_zero.mpr hm
  -- the mass cancels in the spin part of the velocity
  have hvx : velocityX m α β kx
      = (kx / m : ℂ) • 1 + ((β : ℂ) • σx - (α : ℂ) • σy) := by
    simp only [velocityX, kineticX, gaugeX]
    match_scalars <;> (try field_simp)
  have hvy : velocityY m α β ky
      = (ky / m : ℂ) • 1 + ((α : ℂ) • σx - (β : ℂ) • σy) := by
    simp only [velocityY, kineticY, gaugeY]
    match_scalars <;> (try field_simp)
  -- only the commutator of σx and σy survives
  have hx : rashbaDresselhaus m α β kx ky * velocityX m α β kx
      - velocityX m α β kx * rashbaDresselhaus m α β kx ky
      = (-(2 * I * ((α ^ 2 - β ^ 2) * ky)) : ℂ) • σz := by
    rw [hvx]
    simp only [rashbaDresselhaus, add_mul, mul_add, sub_mul, mul_sub, smul_mul_assoc,
      mul_smul_comm, one_mul, mul_one, hxx, hyy, hxy, hyx]
    module
  have hy : rashbaDresselhaus m α β kx ky * velocityY m α β ky
      - velocityY m α β ky * rashbaDresselhaus m α β kx ky
      = (2 * I * ((α ^ 2 - β ^ 2) * kx) : ℂ) • σz := by
    rw [hvy]
    simp only [rashbaDresselhaus, add_mul, mul_add, sub_mul, mul_sub, smul_mul_assoc,
      mul_smul_comm, one_mul, mul_one, hxx, hyy, hxy, hyx]
    module
  constructor
  · rw [hx, smul_smul]
    congr 1
    linear_combination (-(2 * ((α : ℂ) ^ 2 - (β : ℂ) ^ 2) * (ky : ℂ))) * Complex.I_sq
  · rw [hy, smul_smul]
    congr 1
    linear_combination (2 * ((α : ℂ) ^ 2 - (β : ℂ) ^ 2) * (kx : ℂ)) * Complex.I_sq

end

end SpinOrbitGaugeForm
```

```lean
#print axioms SpinOrbitGaugeForm.gauge_form_eq_rashbaDresselhaus
#print axioms SpinOrbitGaugeForm.gauge_commute_iff
#print axioms SpinOrbitGaugeForm.spin_dependent_acceleration
```

```
'SpinOrbitGaugeForm.gauge_form_eq_rashbaDresselhaus' depends on axioms: [propext, Classical.choice, Quot.sound]
'SpinOrbitGaugeForm.gauge_commute_iff' depends on axioms: [propext, Classical.choice, Quot.sound]
'SpinOrbitGaugeForm.spin_dependent_acceleration' depends on axioms: [propext, Classical.choice, Quot.sound]
```

## How the Lean statements map to the physics

Operators on the electron's spin are objects of type `Matrix (Fin 2) (Fin 2) ℂ`. The parameters `m`, `α`, `β`, `kx` and `ky` are real and are cast to complex numbers when they multiply a matrix; a scalar term such as $k^2/2m$ appears as a multiple of the identity matrix `1`. `gaugeX` and `gaugeY` are $A_x$ and $A_y$, `kineticX` and `kineticY` are $k_x + A_x$ and $k_y + A_y$, and the velocities are these divided by $m$.

Your first identity is `gauge_form`, and the second is `gauge_commutator`. The Hamiltonian `rashbaDresselhaus` is defined without reference to the vector potential, so `gauge_form_eq_rashbaDresselhaus` is a genuine comparison of two expressions. `gauge_commute_iff` gives the condition $\alpha^2 = \beta^2$, and `spin_dependent_acceleration` gives both Heisenberg equations.

The mass need only be nonzero, so negative band curvature is included. The couplings are taken as given: $\alpha$ stands for the effect of structural inversion asymmetry, such as an asymmetric confining potential, and $\beta$ for that of the crystal's own lack of inversion symmetry. The Dresselhaus term written above is the one for a zinc-blende quantum well grown along [001], with $x$ and $y$ along the cubic axes [100] and [010]. Other axes or growth directions change its form, and sign conventions vary.

The result applies to the effective-mass description of a two-dimensional electron gas, for one non-interacting electron at fixed wavevector with the linear spin-orbit terms written above. Cubic Dresselhaus terms, position-dependent couplings, magnetic fields and in-plane electric fields are not included.

## From Pauli products to coefficients

`pauli_products` checks the four matrix products entry by entry. `kinetic_sq` then expands the squares, as in the derivation above: `simp only` distributes the products, moves scalars to the front and replaces every product of Pauli matrices by its value. `gauge_form` divides by $2m$, and the comparison with `rashbaDresselhaus` unfolds the vector potential and matches the coefficients of $1$, $\sigma_x$ and $\sigma_y$.

The proof turns on the tactic `module`. It treats both sides of an equation as linear combinations of fixed matrices, collects the coefficient of each and proves the coefficients equal by commutative algebra. It does not know how to multiply Pauli matrices, which is why the products must be replaced first. After that, the non-commutativity is held entirely in the coefficients $i$ and $-i$ of $\sigma_z$: in the squares they cancel, in the commutator they add. Where a factor $m$ has to cancel against a division by $m$, the related tactic `match_scalars` produces the coefficient equations and `field_simp` clears the denominators, using $m \neq 0$.

For `gauge_commute_iff`, the commutator is a multiple of the nonzero matrix $\sigma_z$, so it vanishes only if its coefficient does; the factor $2im^2$ is nonzero, which leaves $\alpha^2 = \beta^2$. In the acceleration theorem, `hvx` and `hvy` simplify the velocities, `hx` and `hy` compute the commutators, and the last steps use $i^2 = -1$ to absorb the outer factor $i$.

## What goes wrong at zero mass

Without `hm : m ≠ 0`, `gauge_commute_iff` is false. Take $m = 0$, $\alpha = 1$ and $\beta = 0$. Both components of the vector potential are then zero and commute, although $\alpha^2 = 1$ and $\beta^2 = 0$. Only the direction from equal squares to commuting components survives. `gauge_commutator` needs no such hypothesis, since it involves no division and both of its sides vanish at $m = 0$.
